# In the hydrogenic Elliott model, the lowest line carries about 95% of the bound-state strength in two dimensions and 83% in three

Elliott's formula for exciton absorption contains an infinite series of bound lines, and a simple approximation keeps only the first few. Keeping only the lowest line discards between 4.8% and 5% of the bound-state strength in two dimensions, but between 16% and 17% in three. These figures hold for ideal hydrogenic excitons at a dipole-allowed band edge and leave the continuum out of the count.

```lean
import Mathlib

open Finset

namespace ElliottBoundLines

noncomputable section
```

## Line strengths and their shares

Number the bound s-type lines n = 0, 1, 2, …, with n = 0 the lowest. Their strengths are taken to be

f_n = A/(n + δ)³,

with δ = 1/2 in two dimensions and δ = 1 in three, so that the usual three-dimensional quantum number is n + 1. The inverse cube reflects the probability density for finding electron and hole at zero separation. The prefactor A collects the interband matrix element and the Bohr radius, both assumed to be the same for all lines. This law enters as a definition and is not derived from the Bethe-Salpeter equation; screening that changes the hydrogenic form of the interaction would alter it.

```lean
/-- Strength `A / (n + δ)³` of the bound exciton line `n = 0, 1, 2, …`, for `δ > 0`;
`δ = 1/2` in two dimensions and `δ = 1` in three. -/
def lineStrength (A δ : ℝ) (n : ℕ) : ℝ := A / ((n : ℝ) + δ) ^ 3
```

The share of line n is its strength divided by that of the whole bound series:

p_n = f_n / ∑_m f_m.

In Lean, `∑'` denotes the infinite sum.

```lean
/-- Share of line `n` in the summed strength of all bound lines, for `A ≠ 0` and `δ > 0`. -/
def boundFraction (A δ : ℝ) (n : ℕ) : ℝ :=
  lineStrength A δ n / ∑' m : ℕ, lineStrength A δ m
```

Without the prefactor, the sum that matters is

C(δ) = ∑_{n≥0} 1/(n + δ)³.

```lean
/-- The sum of `(n + δ)⁻³` over `n = 0, 1, 2, …`, for `δ > 0`. -/
def cubicSum (δ : ℝ) : ℝ := ∑' n : ℕ, 1 / ((n : ℝ) + δ) ^ 3
```

It converges for every δ > 0. Leave out the first term and compare the rest with the inverse cubes of the integers:

1/(n + 1 + δ)³ ≤ 1/(n + 1)³.

Restoring one finite term does not affect convergence. The two uses of `summable_nat_add_iff` make these index shifts.

```lean
/-- For `δ > 0` the series of `(n + δ)⁻³` converges. -/
theorem summable_cubic {δ : ℝ} (hδ : 0 < δ) :
    Summable (fun n : ℕ => 1 / ((n : ℝ) + δ) ^ 3) := by
  have h1 : Summable (fun n : ℕ => 1 / (n : ℝ) ^ 3) :=
    Real.summable_one_div_nat_pow.mpr (by norm_num)
  have h2 : Summable (fun n : ℕ => 1 / ((n + 1 : ℕ) : ℝ) ^ 3) :=
    (summable_nat_add_iff (f := fun n : ℕ => 1 / (n : ℝ) ^ 3) 1).mpr h1
  -- after dropping the first line, compare with the inverse cubes of the integers
  have h3 : Summable (fun n : ℕ => 1 / (((n + 1 : ℕ) : ℝ) + δ) ^ 3) :=
    Summable.of_nonneg_of_le (fun n => by positivity)
      (fun n => one_div_le_one_div_of_le (by positivity)
        (pow_le_pow_left₀ (by positivity) (by linarith) 3)) h2
  exact (summable_nat_add_iff (f := fun n : ℕ => 1 / ((n : ℝ) + δ) ^ 3) 1).mp h3
```

For A ≠ 0 the prefactor cancels:

p_n = A (n + δ)⁻³ / (A C(δ)) = (n + δ)⁻³ / C(δ).

```lean
/-- For `A ≠ 0`, the share of line `n` is `1 / (n + δ)³` divided by `cubicSum δ`, whatever the value
of `A`. -/
theorem boundFraction_eq {A : ℝ} (hA : A ≠ 0) (δ : ℝ) (n : ℕ) :
    boundFraction A δ n = 1 / ((n : ℝ) + δ) ^ 3 / cubicSum δ := by
  have h : ∀ m : ℕ, lineStrength A δ m = A * (1 / ((m : ℝ) + δ) ^ 3) :=
    fun m => (mul_one_div _ _).symm
  simp only [boundFraction, h, tsum_mul_left, cubicSum]
  rw [mul_div_mul_left _ _ hA]
```

All terms of C(δ) are positive, so C(δ) > 0 and the shares add up to one:

∑_n p_n = C(δ)/C(δ) = 1.

```lean
/-- For `A ≠ 0` and `δ > 0` the shares of all bound lines add up to one. -/
theorem hasSum_boundFraction {A δ : ℝ} (hA : A ≠ 0) (hδ : 0 < δ) :
    HasSum (boundFraction A δ) 1 := by
  have hs := summable_cubic hδ
  have hpos : 0 < cubicSum δ :=
    hs.tsum_pos (fun n => by positivity) 0 (by positivity)
  have h : HasSum (fun n : ℕ => 1 / ((n : ℝ) + δ) ^ 3 / cubicSum δ)
      (cubicSum δ / cubicSum δ) := hs.hasSum.div_const (cubicSum δ)
  rw [div_self hpos.ne'] at h
  rw [show boundFraction A δ = fun n : ℕ => 1 / ((n : ℝ) + δ) ^ 3 / cubicSum δ from
    funext (boundFraction_eq hA δ)]
  exact h
```

## The factor seven

Write S = C(1) = ∑_{n≥1} n⁻³ and separate odd from even denominators. For k = 0, 1, 2, …,

1/(2k + 1)³ = (1/8) · 1/(k + 1/2)³,

1/(2k + 2)³ = (1/8) · 1/(k + 1)³.

Summing over k gives

S = C(1/2)/8 + S/8, hence C(1/2) = 7S.

The device that carries this step is `HasSum`. The statement `HasSum f a` says that the series f converges to a, so convergence and value travel together. From such statements for the terms f(2k) and f(2k + 1), `even_add_odd` produces one for the full series, whose value is the sum of the two. Since `hall` already gives the value S for the same series, `unique` equates the two values, and `linarith` solves for C(1/2). The code counts from zero, f(n) = 1/(n + 1)³, so even indices belong to odd denominators.

```lean
/-- The sum of `(n + 1/2)⁻³` over `n ≥ 0` is seven times the sum of `n⁻³` over `n ≥ 1`. -/
theorem cubicSum_half : cubicSum (1 / 2) = 7 * cubicSum 1 := by
  obtain ⟨f, hf⟩ : ∃ f : ℕ → ℝ, f = fun n : ℕ => 1 / ((n : ℝ) + 1) ^ 3 := ⟨_, rfl⟩
  have key : ∀ y : ℝ, 1 / (2 * y) ^ 3 = 1 / 8 * (1 / y ^ 3) := by
    intro y
    ring
  have hall : HasSum f (cubicSum 1) := by
    rw [hf]
    exact (summable_cubic one_pos).hasSum
  -- odd denominators give one eighth of the half-integer sum
  have he : HasSum (fun k => f (2 * k)) (1 / 8 * cubicSum (1 / 2)) := by
    have e : (fun k => f (2 * k)) = fun k : ℕ => 1 / 8 * (1 / ((k : ℝ) + 1 / 2) ^ 3) := by
      funext k
      have c : ((2 * k : ℕ) : ℝ) + 1 = 2 * ((k : ℝ) + 1 / 2) := by
        push_cast
        ring
      simp only [hf]
      rw [c, key]
    rw [e]
    exact (summable_cubic (δ := 1 / 2) (by norm_num)).hasSum.mul_left (1 / 8)
  -- even denominators give one eighth of the integer sum
  have ho : HasSum (fun k => f (2 * k + 1)) (1 / 8 * cubicSum 1) := by
    have e : (fun k => f (2 * k + 1)) = fun k : ℕ => 1 / 8 * (1 / ((k : ℝ) + 1) ^ 3) := by
      funext k
      have c : ((2 * k + 1 : ℕ) : ℝ) + 1 = 2 * ((k : ℝ) + 1) := by
        push_cast
        ring
      simp only [hf]
      rw [c, key]
    rw [e]
    exact (summable_cubic one_pos).hasSum.mul_left (1 / 8)
  have h := (he.even_add_odd ho).unique hall
  linarith
```

## Bounds on the integer sum

All terms are positive, so the first twenty give a lower bound, S > 1.2005. For the upper bound, keep five terms and use, for m ≥ 6,

1/m³ ≤ 1/((m − 1)m(m + 1)) = (1/2)[1/((m − 1)m) − 1/(m(m + 1))].

The right-hand side telescopes, and the tail is at most 1/(2·5·6) = 1/60. Therefore

S ≤ 1 + 1/8 + 1/27 + 1/64 + 1/125 + 1/60 < 1.203.

Lean proves the telescoping bound by induction: the first n + 5 terms sum to at most 1.203 − 1/(2(n + 5)(n + 6)). Every partial sum then stays below 1.203, and so the limit is at most 1.203.

```lean
/-- The sum of `n⁻³` over `n ≥ 1` lies between 1.2005 and 1.203. -/
theorem cubicSum_one_bounds : 1.2005 < cubicSum 1 ∧ cubicSum 1 ≤ 1.203 := by
  constructor
  · have h := (summable_cubic one_pos).sum_le_tsum (range 20) (fun n _ => by positivity)
    refine lt_of_lt_of_le ?_ h
    norm_num [Finset.sum_range_succ]
  · -- the tail after five terms is bounded by a telescoping series
    have key : ∀ n : ℕ, ∑ i ∈ range (n + 5), 1 / ((i : ℝ) + 1) ^ 3
        ≤ 1.203 - 1 / (2 * ((n : ℝ) + 5) * ((n : ℝ) + 6)) := by
      intro n
      induction n with
      | zero => norm_num [Finset.sum_range_succ]
      | succ n ih =>
        have hn : (0 : ℝ) ≤ n := Nat.cast_nonneg n
        have c1 : ((n + 1 : ℕ) : ℝ) + 5 = n + 6 := by push_cast; ring
        have c2 : ((n + 1 : ℕ) : ℝ) + 6 = n + 7 := by push_cast; ring
        have c3 : ((n + 5 : ℕ) : ℝ) + 1 = n + 6 := by push_cast; ring
        have e : 1 / (2 * ((n : ℝ) + 5) * (n + 6)) - 1 / (2 * ((n : ℝ) + 6) * (n + 7))
            = 1 / (((n : ℝ) + 5) * (n + 6) * (n + 7)) := by
          rw [div_sub_div _ _ (by positivity) (by positivity),
            div_eq_div_iff (by positivity) (by positivity)]
          ring
        have step : 1 / ((n : ℝ) + 6) ^ 3 ≤ 1 / (((n : ℝ) + 5) * (n + 6) * (n + 7)) :=
          one_div_le_one_div_of_le (by positivity) (by nlinarith)
        rw [show n + 1 + 5 = (n + 5) + 1 by ring, Finset.sum_range_succ, c1, c2, c3]
        linarith
    refine Real.tsum_le_of_sum_range_le (fun n => by positivity) (fun n => ?_)
    have hmono : ∑ i ∈ range n, 1 / ((i : ℝ) + 1) ^ 3
        ≤ ∑ i ∈ range (n + 5), 1 / ((i : ℝ) + 1) ^ 3 :=
      Finset.sum_le_sum_of_subset_of_nonneg
        (Finset.range_mono (Nat.le_add_right n 5)) (fun i _ _ => by positivity)
    have hp : 0 ≤ 1 / (2 * ((n : ℝ) + 5) * ((n : ℝ) + 6)) := by positivity
    linarith [key n]
```

## The lowest line in two and three dimensions

At n = 0 the inverse cubes are 8 for δ = 1/2 and 1 for δ = 1. The lowest shares are therefore

p_0(2D) = 8/(7S), p_0(3D) = 1/S,

and their ratio is exactly 8/7, whatever the value of S. The two prefactors, A and B in the code, need not be equal; each only has to be nonzero.

```lean
/-- For nonzero prefactors, the share of the lowest line in two dimensions is exactly `8/7`
of its share in three. -/
theorem lowest_fraction_ratio {A B : ℝ} (hA : A ≠ 0) (hB : B ≠ 0) :
    boundFraction A (1 / 2) 0 = 8 / 7 * boundFraction B 1 0 := by
  have h2 : 1 / (((0 : ℕ) : ℝ) + 1 / 2) ^ 3 = 8 := by norm_num
  have h3 : 1 / (((0 : ℕ) : ℝ) + 1) ^ 3 = 1 := by norm_num
  rw [boundFraction_eq hA, boundFraction_eq hB, cubicSum_half, h2, h3]
  ring
```

Inserting 1.2005 < S ≤ 1.203 gives

0.95 < 8/(7S) < 0.952,

0.83 < 1/S < 0.84.

Lean multiplies each inequality by its positive denominator, which leaves linear inequalities in S for `linarith`.

```lean
/-- For nonzero prefactors, the lowest Elliott line carries between 0.95 and 0.952 of the
bound-state strength in two dimensions, and between 0.83 and 0.84 in three. -/
theorem lowest_line_share {A B : ℝ} (hA : A ≠ 0) (hB : B ≠ 0) :
    (0.95 < boundFraction A (1 / 2) 0 ∧ boundFraction A (1 / 2) 0 < 0.952) ∧
      (0.83 < boundFraction B 1 0 ∧ boundFraction B 1 0 < 0.84) := by
  obtain ⟨hl, hu⟩ := cubicSum_one_bounds
  have hpos : 0 < cubicSum 1 := by linarith
  have h2 : 1 / (((0 : ℕ) : ℝ) + 1 / 2) ^ 3 = 8 := by norm_num
  have h3 : 1 / (((0 : ℕ) : ℝ) + 1) ^ 3 = 1 := by norm_num
  have hpos7 : 0 < 7 * cubicSum 1 := by linarith
  rw [boundFraction_eq hA, boundFraction_eq hB, cubicSum_half, h2, h3,
    lt_div_iff₀ hpos7, div_lt_iff₀ hpos7, lt_div_iff₀ hpos, div_lt_iff₀ hpos]
  refine ⟨⟨?_, ?_⟩, ?_, ?_⟩ <;> linarith

end

end ElliottBoundLines
```

```lean
#print axioms ElliottBoundLines.hasSum_boundFraction
-- 'ElliottBoundLines.hasSum_boundFraction' depends on axioms: [propext, Classical.choice, Quot.sound]
#print axioms ElliottBoundLines.lowest_fraction_ratio
-- 'ElliottBoundLines.lowest_fraction_ratio' depends on axioms: [propext, Classical.choice, Quot.sound]
#print axioms ElliottBoundLines.lowest_line_share
-- 'ElliottBoundLines.lowest_line_share' depends on axioms: [propext, Classical.choice, Quot.sound]
```
